# Occupations of Two Commuting Boson Modes Bound Their Pair Amplitude

Boson ladder operators are unbounded, so they are not defined on every vector of a Hilbert space. Here they are linear maps on a complex inner product space $V$, which stands for a common domain that all of them map into itself.

In Lean 4 with Mathlib:

```lean
import Mathlib

open scoped InnerProductSpace

noncomputable section

namespace BosonicPairing

variable {V : Type*} [NormedAddCommGroup V] [InnerProductSpace ℂ V]
```

The two instance arguments make $V$ a complex inner product space. The inner product $\langle x,y\rangle$ is linear in its second argument, as in Dirac notation.

```lean
/-- A boson mode on a common invariant domain: `ad` is the adjoint of `a`, and
`a ad - ad a = 1`. -/
structure BosonMode (a ad : V →ₗ[ℂ] V) : Prop where
  adj : ∀ x y, ⟪ad x, y⟫_ℂ = ⟪x, a y⟫_ℂ
  ccr : ∀ x, a (ad x) - ad (a x) = x
```

A boson mode is a pair of maps, `a` for $a$ and `ad` for $a^\dagger$. The field `adj` says $\langle a^\dagger x,y\rangle=\langle x,ay\rangle$, and `ccr` says $[a,a^\dagger]=1$. A matrix truncation of Fock space violates `ccr`, so the theorems do not apply to it directly.

```lean
/-- Two boson modes such that `a` commutes with both `b` and `bd`. -/
structure TwoModes (a ad b bd : V →ₗ[ℂ] V) : Prop where
  modeA : BosonMode a ad
  modeB : BosonMode b bd
  comm : ∀ x, a (b x) = b (a x)
  comm_adj : ∀ x, a (bd x) = bd (a x)
```

For the modes of two orthogonal orbitals, $[a,b]=0$ and $[a,b^\dagger]=0$. These express that the two modes are independent degrees of freedom.

```lean
/-- The real part of `⟨ψ, a† a ψ⟩`, which is the mean occupation when `ψ` is a unit vector. -/
def occupation (a ad : V →ₗ[ℂ] V) (ψ : V) : ℝ := (⟪ψ, ad (a ψ)⟫_ℂ).re
```

For a unit vector $\psi$ this is the mean occupation $m=\mathrm{Re}\,\langle\psi,a^\dagger a\psi\rangle$. The definition itself does not divide by $\|\psi\|^2$. The same definition applied to `b` and `bd` gives $n$.

```lean
/-- The inner product `⟨ψ, a b ψ⟩`, which is the anomalous pair amplitude when `ψ` is a unit vector.
-/
def pairAmplitude (a b : V →ₗ[ℂ] V) (ψ : V) : ℂ := ⟪ψ, a (b ψ)⟫_ℂ
```

For a unit vector $\psi$ the pair amplitude is $\langle ab\rangle=\langle\psi,ab\psi\rangle$, a complex number. The state is a vector $\psi$; density matrices are not treated.

```lean
variable {a ad b bd : V →ₗ[ℂ] V} {ψ : V}

/-- The annihilation operator moves to the right of the inner product as the creation operator. -/
theorem BosonMode.adj' (h : BosonMode a ad) (x y : V) : ⟪a x, y⟫_ℂ = ⟪x, ad y⟫_ℂ := by
  rw [← inner_conj_symm (a x) y, ← h.adj y x, inner_conj_symm]
```

Complex conjugation of the adjoint relation gives its other form, $\langle ax,y\rangle=\langle x,a^\dagger y\rangle$.

```lean
/-- For any vector `ψ`, `occupation a ad ψ` is the squared norm of `a ψ`. -/
theorem occupation_eq (h : BosonMode a ad) (ψ : V) : occupation a ad ψ = ‖a ψ‖ ^ 2 := by
  rw [occupation, ← h.adj']
  exact inner_self_eq_norm_sq (𝕜 := ℂ) (a ψ)
```

Moving $a^\dagger$ to the left gives

$$m=\langle a\psi,a\psi\rangle=\|a\psi\|^2 .$$

```lean
/-- Adding a boson to a unit state gives a vector of squared norm `⟨a† a⟩ + 1`. -/
theorem norm_creation_sq (h : BosonMode a ad) (hψ : ‖ψ‖ = 1) :
    ‖ad ψ‖ ^ 2 = occupation a ad ψ + 1 := by
  have e : a (ad ψ) = ad (a ψ) + ψ := sub_eq_iff_eq_add'.1 (h.ccr ψ)
  have h1 : (⟪ad ψ, ad ψ⟫_ℂ).re = ‖ad ψ‖ ^ 2 := inner_self_eq_norm_sq (𝕜 := ℂ) _
  have h2 : (⟪ψ, ψ⟫_ℂ).re = ‖ψ‖ ^ 2 := inner_self_eq_norm_sq (𝕜 := ℂ) _
  rw [h.adj, e, inner_add_right, Complex.add_re, h2, hψ] at h1
  rw [occupation]
  linarith
```

For $\|\psi\|=1$, the commutator gives

$$\|a^\dagger\psi\|^2=\langle\psi,aa^\dagger\psi\rangle=\langle\psi,a^\dagger a\psi\rangle+\langle\psi,\psi\rangle=m+1 .$$

In the code, `e` is the commutator applied to $\psi$, and `h1` and `h2` turn inner products into squared norms.

```lean
/-- For any two boson modes and a unit state, `|⟨a b⟩|² ≤ ⟨b† b⟩ (⟨a† a⟩ + 1)`. -/
theorem pair_sq_le (ha : BosonMode a ad) (hb : BosonMode b bd) (hψ : ‖ψ‖ = 1) :
    ‖pairAmplitude a b ψ‖ ^ 2 ≤ occupation b bd ψ * (occupation a ad ψ + 1) := by
  -- Cauchy-Schwarz for the vectors `a† ψ` and `b ψ`
  rw [pairAmplitude, ← ha.adj, occupation_eq hb, ← norm_creation_sq ha hψ, ← mul_pow,
    mul_comm ‖b ψ‖]
  exact pow_le_pow_left₀ (norm_nonneg _) (norm_inner_le_norm _ _) 2
```

Moving $a$ to the left and applying Cauchy-Schwarz gives

$$|\langle ab\rangle|^2=|\langle a^\dagger\psi,b\psi\rangle|^2\le\|a^\dagger\psi\|^2\,\|b\psi\|^2=n(m+1).$$

The `rw` line rewrites both sides in terms of these vectors, and the last line squares `norm_inner_le_norm`. The two modes need not commute.

```lean
/-- For two commuting boson modes with mean occupations `m` and `n` in a unit state,
`|⟨a b⟩|² ≤ min (m (n + 1)) (n (m + 1))`. -/
theorem pair_sq_le_min (h : TwoModes a ad b bd) (hψ : ‖ψ‖ = 1) :
    ‖pairAmplitude a b ψ‖ ^ 2 ≤
      min (occupation a ad ψ * (occupation b bd ψ + 1))
        (occupation b bd ψ * (occupation a ad ψ + 1)) := by
  refine le_min ?_ (pair_sq_le h.modeA h.modeB hψ)
  -- the pair may be removed in either order
  have e : pairAmplitude a b ψ = pairAmplitude b a ψ := by
    rw [pairAmplitude, pairAmplitude, h.comm]
  rw [e]
  exact pair_sq_le h.modeB h.modeA hψ
```

If $ab=ba$, then $\langle ab\rangle=\langle ba\rangle$, and the previous theorem with the modes exchanged gives $m(n+1)$. Together,

$$|\langle ab\rangle|^2\le\min\bigl(m(n+1),\,n(m+1)\bigr).$$

In Bogoliubov descriptions of Bose gases and in two-mode squeezing, this limits the anomalous average that given occupations allow, here for pure states in the common domain.

Without $[a,b]=0$ the minimum can fail. Take $b=\sqrt2\,a+a^\dagger$, which satisfies $[b,b^\dagger]=2-1=1$, and let $\psi$ be the normalised vacuum of $a$. Then $m=0$ and $n=1$, but $\langle ab\rangle=\langle aa^\dagger\rangle=1$, while $m(n+1)=0$.

```lean
/-- If either of two commuting modes is empty, the pair amplitude vanishes. -/
theorem pair_eq_zero_of_empty (h : TwoModes a ad b bd)
    (h0 : occupation a ad ψ = 0 ∨ occupation b bd ψ = 0) : pairAmplitude a b ψ = 0 := by
  rw [occupation_eq h.modeA, occupation_eq h.modeB] at h0
  rcases h0 with h0 | h0
  · have z : a ψ = 0 := norm_eq_zero.1 (pow_eq_zero_iff two_ne_zero |>.1 h0)
    rw [pairAmplitude, h.comm, z, map_zero, inner_zero_right]
  · have z : b ψ = 0 := norm_eq_zero.1 (pow_eq_zero_iff two_ne_zero |>.1 h0)
    rw [pairAmplitude, z, map_zero, inner_zero_right]
```

An empty mode cannot take part in pairing. If $m=0$, then $a\psi=0$ and $ab\psi=ba\psi=0$. If $n=0$, then $b\psi=0$ and again $ab\psi=0$. The proof treats these two cases in turn and does not need $\psi$ to be normalised.

```lean
/-- The bound `n (m + 1)` is attained exactly when removing a `b` boson from the state gives
a multiple of the state with an `a` boson added. -/
theorem pair_sq_eq_iff (ha : BosonMode a ad) (hb : BosonMode b bd) (hψ : ‖ψ‖ = 1) :
    ‖pairAmplitude a b ψ‖ ^ 2 = occupation b bd ψ * (occupation a ad ψ + 1) ↔
      ∃ c : ℂ, b ψ = c • ad ψ := by
  -- the state with a boson added never vanishes
  have hne : ad ψ ≠ 0 := by
    intro z
    have h1 := norm_creation_sq ha hψ
    rw [z, norm_zero, occupation_eq ha] at h1
    nlinarith [sq_nonneg ‖a ψ‖]
  rw [pairAmplitude, ← ha.adj, occupation_eq hb, ← norm_creation_sq ha hψ, ← mul_pow,
    mul_comm ‖b ψ‖, sq_eq_sq₀ (norm_nonneg _) (by positivity)]
  -- equality in Cauchy-Schwarz means that the two vectors are parallel
  by_cases hz : b ψ = 0
  · simp only [hz, inner_zero_right, norm_zero, mul_zero, true_iff]
    exact ⟨0, (zero_smul ℂ _).symm⟩
  · rw [norm_inner_eq_norm_iff hne hz]
    constructor
    · rintro ⟨c, -, hc⟩
      exact ⟨c, hc⟩
    · rintro ⟨c, hc⟩
      refine ⟨c, ?_, hc⟩
      rintro rfl
      exact hz (by rw [hc, zero_smul])
```

For a unit vector $\psi$, the bound $n(m+1)$ is attained exactly when $b\psi=c\,a^\dagger\psi$ for some complex $c$. Since $\|a^\dagger\psi\|^2=m+1\ge1$, the vector $a^\dagger\psi$ is never zero, which is `hne`. Equality in Cauchy-Schwarz then means that $b\psi$ is a multiple of it. The code separates the case $b\psi=0$, where $c=0$ works, because Mathlib's equality criterion is stated for nonzero vectors.

The smallest case is the vacuum of both modes: $m=n=0$, both sides of the bound vanish, and $c=0$.

```lean
/-- For two commuting boson modes in a unit state, the squared pair amplitude is at most the joint
number correlation `⟨a† a b† b⟩`. -/
theorem pair_sq_le_correlation (h : TwoModes a ad b bd) (hψ : ‖ψ‖ = 1) :
    ‖pairAmplitude a b ψ‖ ^ 2 ≤ (⟪ψ, ad (a (bd (b ψ)))⟫_ℂ).re := by
  -- the correlation is the squared norm of the state with one pair removed
  have e : (⟪ψ, ad (a (bd (b ψ)))⟫_ℂ).re = ‖a (b ψ)‖ ^ 2 := by
    rw [← h.modeA.adj', h.comm_adj, ← h.modeB.adj', ← h.comm]
    exact inner_self_eq_norm_sq (𝕜 := ℂ) _
  have cs := norm_inner_le_norm (𝕜 := ℂ) ψ (a (b ψ))
  rw [hψ, one_mul] at cs
  rw [e]
  exact pow_le_pow_left₀ (norm_nonneg _) cs 2
```

The joint number correlation is the squared norm of the state with one pair removed:

$$\langle\psi,a^\dagger a\,b^\dagger b\,\psi\rangle=\langle a\psi,b^\dagger ab\psi\rangle=\langle ba\psi,ab\psi\rangle=\|ab\psi\|^2 .$$

The first step uses $[a,b^\dagger]=0$ and the last uses $[a,b]=0$. Cauchy-Schwarz with $\|\psi\|=1$ gives $|\langle\psi,ab\psi\rangle|\le\|ab\psi\|$, and squaring this finishes the proof.

```lean
-- Remark: the inner product on polynomials in which monomials are orthogonal and
-- `X 0 ^ k * X 1 ^ l` has squared norm `k! l!` supplies the adjoint relations for the
-- operators below; its construction is left out.
open MvPolynomial in
/-- On polynomials in two variables, the partial derivatives and the multiplications by the
variables satisfy the commutation relations of two commuting boson modes. -/
theorem commutation_witness (p : MvPolynomial (Fin 2) ℂ) :
    pderiv 0 (X 0 * p) - X 0 * pderiv 0 p = p ∧
    pderiv 1 (X 1 * p) - X 1 * pderiv 1 p = p ∧
    pderiv 0 (pderiv 1 p) = pderiv 1 (pderiv 0 p) ∧
    pderiv 0 (X 1 * p) = X 1 * pderiv 0 p := by
  refine ⟨?_, ?_, ?_, ?_⟩
  · simp only [Derivation.leibniz, pderiv_X_self, smul_eq_mul]
    ring
  · simp only [Derivation.leibniz, pderiv_X_self, smul_eq_mul]
    ring
  · -- the commutator is a derivation that vanishes on both variables
    have h : ⁅(pderiv 0 : Derivation ℂ (MvPolynomial (Fin 2) ℂ) (MvPolynomial (Fin 2) ℂ)),
        (pderiv 1 : Derivation ℂ (MvPolynomial (Fin 2) ℂ) (MvPolynomial (Fin 2) ℂ))⁆ =
        (0 : Derivation ℂ (MvPolynomial (Fin 2) ℂ) (MvPolynomial (Fin 2) ℂ)) := by
      apply MvPolynomial.derivation_ext
      intro i
      rw [Derivation.commutator_apply]
      fin_cases i <;> simp [pderiv_X]
    apply sub_eq_zero.1
    rw [← Derivation.commutator_apply, h]
    rfl
  · have h : pderiv 0 (X 1 : MvPolynomial (Fin 2) ℂ) = 0 := pderiv_X_of_ne (by decide)
    rw [Derivation.leibniz, h, smul_zero, add_zero, smul_eq_mul]

end BosonicPairing
```

The commutation relations have a concrete model on polynomials in two variables $z_0,z_1$, with $a=\partial_0$, $b=\partial_1$, and multiplication by $z_0$ and $z_1$ as $a^\dagger$ and $b^\dagger$. The four conjuncts are $[a,a^\dagger]=1$, $[b,b^\dagger]=1$, $[a,b]=0$ and $[a,b^\dagger]=0$. Three follow from the product rule. For $[a,b]=0$, the commutator of two derivations is itself a derivation, and it vanishes on both variables, hence everywhere. The inner product named in the comment, which would make these maps an instance of `TwoModes`, is not constructed in the file.

```lean
#print axioms BosonicPairing.pair_sq_le_min
#print axioms BosonicPairing.pair_eq_zero_of_empty
#print axioms BosonicPairing.pair_sq_eq_iff
#print axioms BosonicPairing.pair_sq_le_correlation
```

```
'BosonicPairing.pair_sq_le_min' depends on axioms: [propext, Classical.choice, Quot.sound]
'BosonicPairing.pair_eq_zero_of_empty' depends on axioms: [propext, Classical.choice, Quot.sound]
'BosonicPairing.pair_sq_eq_iff' depends on axioms: [propext, Classical.choice, Quot.sound]
'BosonicPairing.pair_sq_le_correlation' depends on axioms: [propext, Classical.choice, Quot.sound]
```
